# A projector that commutes with a finite Hamiltonian matrix factorizes its secular determinant

## Does diagonalizing block by block give exactly the right levels?

Before diagonalizing a Hamiltonian matrix, I sort the basis by symmetry, keep only the diagonal blocks and diagonalize each one separately. I then merge the lists of eigenvalues and treat the result as the spectrum of the full matrix.

The justification I know is that a projector $P$ onto a symmetry sector commutes with $H$, so that with $Q = 1 - P$ the secular determinant splits:

$$\det(z - H) = \det\big(P(z-H) + Q\big)\,\det\big(Q(z-H) + P\big).$$

I would like to see this made rigorous and machine-checked, for any number of sectors, together with the statement that no eigenvalue is lost or invented. What happens if the projector does not commute with $H$?

## The two sector matrices multiply to $z - H$

Yes, this holds for every finite square matrix $H$ and every idempotent $P$ that commutes with it. Write $A = z - H$, where $z$ stands for $z$ times the identity. The matrix $PA + Q$ acts as $A$ on the sector and as the identity on the complement, so its determinant is the secular determinant of the block alone.

From $P^2 = P$ we get $PQ = QP = 0$ and $Q^2 = Q$. Multiply the two matrices:

$$(PA + Q)(QA + P) = PAQA + PAP + QA.$$

The coupling term is $PAQ = zPQ - PHQ = -PHQ$. If $PHQ = 0$, the first term vanishes and $PAP = PA - PAQ = PA$. The product is then $PA + QA = A$, and taking determinants gives the factorization.

Only the coupling in one direction had to vanish. If $H$ commutes with $P$, then $PHQ = HPQ = 0$, so the symmetric case follows. For Hermitian $H$ and $P$ the two conditions coincide, because $QHP$ is the adjoint of $PHQ$.

## Joining any number of sectors

Let $D_P(z) = \det(PA + 1 - P)$ denote the sector determinant. Take matrices $E$ and $F$ with $EF = 0$ and $HF = FH$. Then $EAF = EFA = 0$, and

$$(EA + 1 - E)(FA + 1 - F) = (E+F)A + 1 - (E+F).$$

Hence $D_{E+F} = D_E D_F$. Now let $P_i$ be a finite family with $P_iP_j = 0$ for $i \neq j$, $\sum_i P_i = 1$ and $HP_i = P_iH$. Starting from $D_0 = \det 1 = 1$ and adding one projector at a time, we reach $D_1 = \det(z - H)$, so

$$\det(z - H) = \prod_i D_{P_i}(z).$$

## No level is lost or invented

Over a field, $D_P(z) = 0$ means that some $v \neq 0$ satisfies $(PA + Q)v = 0$. Multiplying by $Q$ from the left gives $Qv = 0$, because $QP = 0$. So $Pv = v$, and what remains is $0 = PAv = APv = Av$, that is, $Hv = zv$. Conversely, an eigenvector with $Pv = v$ and $Hv = zv$ has $Av = 0$ and $Qv = 0$, so it is a null vector of $PA + Q$.

If $z$ is any eigenvalue of $H$, the product of the $D_{P_i}(z)$ is zero. In a field one factor must then vanish, and that sector contains an eigenvector for $z$. The other direction is immediate, since an eigenvector found in a sector is an eigenvector of $H$.

## A three-site ring and a pair of coupled levels

For a single particle on a ring of three equivalent sites, with energies measured from the site energy in units of the hopping element, $H$ has zeros on the diagonal and ones elsewhere. The normalised modes $(1,1,1)/\sqrt3$, $(1,-1,0)/\sqrt2$ and $(1,1,-2)/\sqrt6$ define projectors $P_0$, $P_1$, $P_2$. Their sector determinants are $z-2$, $z+1$ and $z+1$, which gives the level $2$ and the doubly degenerate level $-1$.

Two levels at energy zero, coupled by a unit matrix element, show what commutation is for. With $P$ the projector on the first level, each sector determinant is $z$, so the product is $z^2$, while the true secular determinant is $z^2 - 1$. The block calculation reports $0$ twice; the actual levels are $\pm 1$.

## What the Lean theorems say

`Matrix n n R` is a square matrix indexed by a finite type `n`, with entries in a commutative ring `R`. The matrix $z - H$ appears as `z • (1 : Matrix n n R) - H`, and `sectorDet H P z` is $D_P(z)$. The second factor, `sectorDet H (1 - P) z`, is $\det(QA + P)$.

- `det_factor_of_symmetry` is the two-sector factorization. Its hypotheses are `P * P = P` and `H * P = P * H`. The version with one-way coupling is `det_factor_of_one_way_coupling`.
- `det_eq_prod_sectorDet` treats a family `P : ι → Matrix n n R`. It does not assume idempotence, which follows from orthogonality and completeness: $P_i = P_i \sum_j P_j = P_i^2$.
- `sectorDet_eq_zero_iff` and `eigenvalue_iff_exists_sector` work over a field `K`. The product `H *ᵥ v` is the matrix acting on a vector, and `P *ᵥ v = v` says that `v` lies in the sector.

Neither $H$ nor the projectors need to be Hermitian, so oblique projectors are allowed. The commutation relations are hypotheses: they stand for the physical symmetry, and no projector is constructed here from a symmetry group. The identity next to $z$ presupposes an orthonormal basis or an operator already in standard form; a generalized problem with an overlap matrix is not treated. Infinite-dimensional operators are not covered either, and the eigenvalue theorems do not assert that eigenvectors span the space.

```lean
import Mathlib

open Matrix

namespace SymmetrySectorFactorization

variable {n ι R K : Type*} [Fintype n] [DecidableEq n] [CommRing R] [Field K]

/-- The determinant of `P (z - H) + (1 - P)`. For a projector `P` it is the secular determinant of
the diagonal block of `H` in the sector of `P`. -/
def sectorDet (H P : Matrix n n R) (z : R) : R :=
  (P * (z • (1 : Matrix n n R) - H) + (1 - P)).det

/-- A matrix that commutes with `H` commutes with `z - H`. -/
lemma shift_comm {H P : Matrix n n R} (h : H * P = P * H) (z : R) :
    (z • (1 : Matrix n n R) - H) * P = P * (z • (1 : Matrix n n R) - H) := by
  simp only [sub_mul, mul_sub, smul_mul_assoc, mul_smul_comm, one_mul, mul_one, h]

/-- If `P` is a projector and `P H (1 - P) = 0`, so that `H` couples the sector and its complement
in at most one direction, the secular determinant is the product of the two sector determinants. -/
theorem det_factor_of_one_way_coupling {H P : Matrix n n R} (hP : P * P = P)
    (h : P * H * (1 - P) = 0) (z : R) :
    (z • (1 : Matrix n n R) - H).det = sectorDet H P z * sectorDet H (1 - P) z := by
  -- the shift by `z` does not create any coupling
  have hA : P * (z • (1 : Matrix n n R) - H) * (1 - P) = 0 := by
    have e : P * (z • (1 : Matrix n n R) - H) * (1 - P)
        = z • (P - P * P) - P * H * (1 - P) := by
      simp only [mul_sub, sub_mul, smul_mul_assoc, mul_smul_comm, mul_one, smul_sub]
      abel
    rw [e, h, hP]
    simp
  unfold sectorDet
  rw [← Matrix.det_mul]
  congr 1
  generalize z • (1 : Matrix n n R) - H = A at hA ⊢
  -- the product of the two sector matrices is `z - H` itself
  have key : (P * A + (1 - P)) * ((1 - P) * A + (1 - (1 - P)))
      = A + P * A * (1 - P) * A - P * A * (1 - P) + (P * P - P) * A - (P * P - P) := by
    noncomm_ring
  rw [key, hA, hP]
  simp

/-- Block factorization: if the projector `P` commutes with `H`, the secular determinant of `H`
is the product of the sector determinants of `P` and of `1 - P`. -/
theorem det_factor_of_symmetry {H P : Matrix n n R} (hP : P * P = P)
    (h : H * P = P * H) (z : R) :
    (z • (1 : Matrix n n R) - H).det = sectorDet H P z * sectorDet H (1 - P) z := by
  apply det_factor_of_one_way_coupling hP
  have e : P * H * (1 - P) = P * H - P * (H * P) := by noncomm_ring
  rw [e, h, ← mul_assoc, hP, sub_self]

/-- The determinant of two joined sectors is the product of their determinants, if `E F = 0`
and `F` commutes with `H`. -/
theorem sectorDet_add {H E F : Matrix n n R} (hEF : E * F = 0)
    (h : H * F = F * H) (z : R) :
    sectorDet H (E + F) z = sectorDet H E z * sectorDet H F z := by
  have hA := shift_comm h z
  unfold sectorDet
  rw [← Matrix.det_mul]
  congr 1
  generalize z • (1 : Matrix n n R) - H = A at hA ⊢
  have h2 : E * (A * F) = 0 := by rw [hA, ← mul_assoc, hEF, zero_mul]
  have key : (E * A + (1 - E)) * (F * A + (1 - F))
      = (E + F) * A + (1 - (E + F)) + E * (A * F) * A - E * (A * F)
        - E * F * A + E * F := by
    noncomm_ring
  rw [key, h2, hEF]
  simp

/-- For a complete family of mutually orthogonal projectors commuting with `H`, the secular
determinant is the product of all sector determinants. -/
theorem det_eq_prod_sectorDet [Fintype ι] {H : Matrix n n R} {P : ι → Matrix n n R}
    (horth : ∀ i j, i ≠ j → P i * P j = 0) (hsum : ∑ i, P i = 1)
    (hcomm : ∀ i, H * P i = P i * H) (z : R) :
    (z • (1 : Matrix n n R) - H).det = ∏ i, sectorDet H (P i) z := by
  classical
  -- join the sectors one at a time
  have key : ∀ s : Finset ι,
      sectorDet H (∑ i ∈ s, P i) z = ∏ i ∈ s, sectorDet H (P i) z := by
    intro s
    induction s using Finset.induction_on with
    | empty => simp [sectorDet]
    | insert a s ha ih =>
      rw [Finset.sum_insert ha, Finset.prod_insert ha, ← ih]
      apply sectorDet_add
      · rw [Finset.mul_sum]
        refine Finset.sum_eq_zero fun i hi => horth a i ?_
        rintro rfl
        exact ha hi
      · rw [Finset.mul_sum, Finset.sum_mul]
        exact Finset.sum_congr rfl fun i _ => hcomm i
  rw [← key, hsum]
  simp [sectorDet]

/-- For a projector `P` that commutes with `H`, the sector determinant vanishes at `z` exactly when
`H` has an eigenvector with eigenvalue `z` lying in the sector. -/
theorem sectorDet_eq_zero_iff {H P : Matrix n n K} (hP : P * P = P)
    (h : H * P = P * H) (z : K) :
    sectorDet H P z = 0 ↔ ∃ v : n → K, v ≠ 0 ∧ P *ᵥ v = v ∧ H *ᵥ v = z • v := by
  have hA := shift_comm h z
  have shift : ∀ v : n → K, (z • (1 : Matrix n n K) - H) *ᵥ v = z • v - H *ᵥ v := by
    intro v
    simp [Matrix.sub_mulVec, Matrix.smul_mulVec]
  unfold sectorDet
  rw [← Matrix.exists_mulVec_eq_zero_iff]
  generalize z • (1 : Matrix n n K) - H = A at hA shift ⊢
  constructor
  · rintro ⟨v, hv, h0⟩
    -- a null vector has no component outside the sector
    have key : (1 - P) * (P * A + (1 - P)) = 1 - P := by
      have e : (1 - P) * (P * A + (1 - P))
          = (1 - P) + (P - P * P) * A - (P - P * P) := by noncomm_ring
      rw [e, hP]
      simp
    have h1 : (1 - P) *ᵥ v = 0 := by
      have e := congrArg (fun M => M *ᵥ v) key
      simp only [← Matrix.mulVec_mulVec, h0, Matrix.mulVec_zero] at e
      exact e.symm
    have hPv : P *ᵥ v = v := by
      have e := h1
      rw [Matrix.sub_mulVec, Matrix.one_mulVec, sub_eq_zero] at e
      exact e.symm
    rw [Matrix.add_mulVec, h1, add_zero, ← hA, ← Matrix.mulVec_mulVec, hPv, shift,
      sub_eq_zero] at h0
    exact ⟨v, hv, hPv, h0.symm⟩
  · rintro ⟨v, hv, hPv, hHv⟩
    refine ⟨v, hv, ?_⟩
    rw [Matrix.add_mulVec, ← Matrix.mulVec_mulVec, shift, hHv, sub_self,
      Matrix.mulVec_zero, Matrix.sub_mulVec, Matrix.one_mulVec, hPv, sub_self, add_zero]

/-- For a complete family of mutually orthogonal projectors commuting with `H`, a scalar is an
eigenvalue of `H` exactly when it has an eigenvector lying within one of the sectors. -/
theorem eigenvalue_iff_exists_sector [Fintype ι] {H : Matrix n n K} {P : ι → Matrix n n K}
    (horth : ∀ i j, i ≠ j → P i * P j = 0) (hsum : ∑ i, P i = 1)
    (hcomm : ∀ i, H * P i = P i * H) (z : K) :
    (∃ v : n → K, v ≠ 0 ∧ H *ᵥ v = z • v) ↔
      ∃ i, ∃ v : n → K, v ≠ 0 ∧ P i *ᵥ v = v ∧ H *ᵥ v = z • v := by
  constructor
  · rintro ⟨v, hv, hHv⟩
    have h0 : (z • (1 : Matrix n n K) - H).det = 0 := by
      rw [← Matrix.exists_mulVec_eq_zero_iff]
      exact ⟨v, hv, by simp [Matrix.sub_mulVec, Matrix.smul_mulVec, hHv]⟩
    -- one factor of the product must vanish
    rw [det_eq_prod_sectorDet horth hsum hcomm, Finset.prod_eq_zero_iff] at h0
    obtain ⟨i, _, hi⟩ := h0
    have hid : P i * P i = P i := by
      have e : P i * ∑ j, P j = P i * P i := by
        rw [Finset.mul_sum]
        exact Finset.sum_eq_single i (fun j _ hj => horth i j hj.symm) (by simp)
      rw [← e, hsum, mul_one]
    exact ⟨i, (sectorDet_eq_zero_iff hid (hcomm i) z).1 hi⟩
  · rintro ⟨_, v, hv, _, hHv⟩
    exact ⟨v, hv, hHv⟩

/-- Hopping matrix of a ring of three equivalent sites. -/
def ringH : Matrix (Fin 3) (Fin 3) ℚ := !![0, 1, 1; 1, 0, 1; 1, 1, 0]

/-- Projectors onto the modes `(1, 1, 1)`, `(1, -1, 0)` and `(1, 1, -2)` of the ring. -/
def ringMode : Fin 3 → Matrix (Fin 3) (Fin 3) ℚ :=
  ![!![1/3, 1/3, 1/3; 1/3, 1/3, 1/3; 1/3, 1/3, 1/3],
    !![1/2, -1/2, 0; -1/2, 1/2, 0; 0, 0, 0],
    !![1/6, 1/6, -1/3; 1/6, 1/6, -1/3; -1/3, -1/3, 2/3]]

/-- The three mode projectors of the ring are idempotent, mutually orthogonal and complete,
and they commute with the hopping matrix. -/
theorem ringMode_witness :
    (∀ i, ringMode i * ringMode i = ringMode i) ∧
    (∀ i j, i ≠ j → ringMode i * ringMode j = 0) ∧
    ∑ i, ringMode i = 1 ∧ ∀ i, ringH * ringMode i = ringMode i * ringH := by
  refine ⟨?_, ?_, ?_, ?_⟩
  · intro i
    ext a b
    fin_cases i <;> fin_cases a <;> fin_cases b <;>
      norm_num [ringMode, Matrix.mul_apply, Fin.sum_univ_succ]
  · intro i j hij
    ext a b
    fin_cases i <;> fin_cases j <;> first
      | exact absurd rfl hij
      | (fin_cases a <;> fin_cases b <;>
          norm_num [ringMode, Matrix.mul_apply, Fin.sum_univ_succ])
  · ext a b
    fin_cases a <;> fin_cases b <;>
      norm_num [ringMode, Fin.sum_univ_succ, Matrix.one_apply]
  · intro i
    ext a b
    fin_cases i <;> fin_cases a <;> fin_cases b <;>
      norm_num [ringMode, ringH, Matrix.mul_apply, Fin.sum_univ_succ]

/-- The sector determinants of the three-site ring are `z - 2`, `z + 1` and `z + 1`. -/
theorem ring_sectorDet (z : ℚ) :
    sectorDet ringH (ringMode 0) z = z - 2 ∧ sectorDet ringH (ringMode 1) z = z + 1 ∧
      sectorDet ringH (ringMode 2) z = z + 1 := by
  have hA : z • (1 : Matrix (Fin 3) (Fin 3) ℚ) - ringH
      = !![z, -1, -1; -1, z, -1; -1, -1, z] := by
    ext i j
    fin_cases i <;> fin_cases j <;> simp [ringH]
  unfold sectorDet
  rw [hA]
  refine ⟨?_, ?_, ?_⟩ <;>
    simp [ringMode, Matrix.det_fin_three] <;> ring

/-- For two levels coupled by a unit matrix element, the projector on the first level is
idempotent, yet the product of sector determinants exceeds the secular determinant by one. -/
theorem factorization_fails_without_symmetry (z : ℚ) :
    let H : Matrix (Fin 2) (Fin 2) ℚ := !![0, 1; 1, 0]
    let P : Matrix (Fin 2) (Fin 2) ℚ := !![1, 0; 0, 0]
    P * P = P ∧ sectorDet H P z * sectorDet H (1 - P) z
      = (z • (1 : Matrix (Fin 2) (Fin 2) ℚ) - H).det + 1 := by
  intro H P
  have h1 : (z • (1 : Matrix (Fin 2) (Fin 2) ℚ) - H).det = z * z - 1 := by
    simp [H, Matrix.det_fin_two]
  have hA : z • (1 : Matrix (Fin 2) (Fin 2) ℚ) - H = !![z, -1; -1, z] := by
    ext i j
    fin_cases i <;> fin_cases j <;> simp [H]
  have h2 : sectorDet H P z = z := by
    unfold sectorDet
    rw [hA]
    simp [P, Matrix.det_fin_two]
  have h3 : sectorDet H (1 - P) z = z := by
    unfold sectorDet
    rw [hA]
    simp [P, Matrix.det_fin_two, Matrix.mul_apply, Fin.sum_univ_two, Matrix.one_apply]
  refine ⟨?_, ?_⟩
  · ext i j
    fin_cases i <;> fin_cases j <;> simp [P, Matrix.mul_apply, Fin.sum_univ_succ]
  · rw [h1, h2, h3]
    ring

end SymmetrySectorFactorization
```

```lean
#print axioms SymmetrySectorFactorization.det_factor_of_symmetry
-- 'SymmetrySectorFactorization.det_factor_of_symmetry' depends on axioms: [propext, Classical.choice, Quot.sound]
#print axioms SymmetrySectorFactorization.eigenvalue_iff_exists_sector
-- 'SymmetrySectorFactorization.eigenvalue_iff_exists_sector' depends on axioms: [propext, Classical.choice, Quot.sound]
#print axioms SymmetrySectorFactorization.ring_sectorDet
-- 'SymmetrySectorFactorization.ring_sectorDet' depends on axioms: [propext, Classical.choice, Quot.sound]
#print axioms SymmetrySectorFactorization.factorization_fails_without_symmetry
-- 'SymmetrySectorFactorization.factorization_fails_without_symmetry' depends on axioms: [propext, Classical.choice, Quot.sound]
```

## How the proofs follow the algebra

In `det_factor_of_one_way_coupling`, the fact `hA` is $PAQ = 0$. Multiplicativity of the determinant, `Matrix.det_mul`, reduces the goal to an equation between matrices, and `generalize` replaces $z - H$ by a single letter `A`. The identity `key` writes the product of the sector matrices as $A$ plus terms containing $PAQ$ or $P^2 - P$. The tactic `noncomm_ring` verifies it without assuming that matrices commute, and the hypotheses then remove the extra terms. `det_factor_of_symmetry` only has to derive $PHQ = 0$ from commutation.

`sectorDet_add` has the same structure, with `shift_comm` supplying $AF = FA$. In `det_eq_prod_sectorDet`, induction over finite sets of sectors takes $E$ as the new projector and $F$ as the sum of those already joined. The two subgoals are that $EF = 0$ and that $F$ commutes with $H$; both are checked term by term.

For `sectorDet_eq_zero_iff`, the Mathlib lemma `Matrix.exists_mulVec_eq_zero_iff` converts a zero determinant into a nonzero null vector. Here `key` is $Q(PA + Q) = Q$, the step that forces $Qv = 0$. `eigenvalue_iff_exists_sector` turns an eigenvector into a zero determinant, factorizes it, and uses `Finset.prod_eq_zero_iff` to select the sector.

The ring's projectors are checked entry by entry in `ringMode_witness`, and `ring_sectorDet` expands the three $3 \times 3$ determinants. `factorization_fails_without_symmetry` computes both sides for the coupled levels and finds that they differ by one for every rational $z$.

## The same step in a program

A program for a finite Hermitian matrix, such as a one-electron or configuration-interaction Hamiltonian in an orthonormal basis, need not build the padded matrix $PA + Q$. It can store an orthonormal basis of each sector as the columns of a matrix $U_i$, so that $P_i = U_iU_i^\dagger$, and diagonalize the small block $U_i^\dagger H U_i$:

```python
for U in sector_bases:
    e, c = np.linalg.eigh(U.conj().T @ H @ U)
    energies.extend(e)
    states.append(U @ c)
```

The determinant of $z - U_i^\dagger H U_i$ equals $D_{P_i}(z)$, which links the loop to the factorization. With dense diagonalization scaling as the cube of the dimension, diagonalizing two equal blocks takes about a quarter of the work of diagonalizing the full matrix, not counting the matrix products that form the blocks.

The loop runs without complaint even if the sectors are coupled, as they are in the two-level example. Checking that $U_i^\dagger H U_j$ vanishes to numerical precision for $i \neq j$ detects such coupling, which can come from a wrongly assigned basis function or from a term in $H$ that breaks the symmetry. The columns of all the $U_i$ together must also form an orthonormal basis of the whole space, since a basis function missing from every sector loses a level. If they do, an error that couples no two sectors passes the check, but it also leaves the merged list equal to the spectrum of the matrix $H$ that was supplied.
